# Projection after variation keeps one third of the first-order core polarization in a three-spin model

An unrestricted calculation on a radical polarizes the core, but it also mixes quartet character into a doublet. Anyone who removes the quartet after optimising the orbitals, expecting a negligible correction because its weight is second order in the polarization, misjudges the hyperfine coupling: the first-order contribution from triplet character in the core falls to a third. Three spins one half, two for the core and one for the unpaired electron, show the factor.

## Spins and the doublet projector

A state is a set of eight complex amplitudes $\psi_{abc}$, one index per spin, with 0 for up and 1 for down.

```lean
import Mathlib

open ComplexConjugate

namespace CorePolarization

noncomputable section

/-- Spin states of three spins one half, as amplitudes; index 0 is up and index 1 is down. -/
abbrev State := Fin 2 → Fin 2 → Fin 2 → ℂ
```

The one-spin matrices are in units of $\hbar$.

```lean
/-- The x component of a single spin one half, in units of ħ. -/
def sx : Matrix (Fin 2) (Fin 2) ℂ := !![0, 1/2; 1/2, 0]

/-- The y component of a single spin one half, in units of ħ. -/
def sy : Matrix (Fin 2) (Fin 2) ℂ := !![0, -Complex.I/2; Complex.I/2, 0]

/-- The z component of a single spin one half, in units of ħ. -/
def sz : Matrix (Fin 2) (Fin 2) ℂ := !![1/2, 0; 0, -1/2]
```

A one-spin operator $A$ is applied to each index separately, and the three results are added with weights `w 0`, `w 1`, `w 2` for spins 1, 2, 3. Weights $(1,1,0)$ give the core spin $\mathbf S_{12}$ and $(1,1,1)$ the total spin $\mathbf S$.

```lean
/-- The sum of a one-spin operator A over the three spins, with weights w. -/
def weightedSpin (w : Fin 3 → ℂ) (A : Matrix (Fin 2) (Fin 2) ℂ) : Module.End ℂ State where
  toFun ψ := fun a b c =>
    ∑ k, (w 0 * A a k * ψ k b c + w 1 * A b k * ψ a k c + w 2 * A c k * ψ a b k)
  map_add' φ ψ := by
    funext a b c
    simp only [Pi.add_apply, Fin.sum_univ_two]; ring
  map_smul' z ψ := by
    funext a b c
    simp only [Pi.smul_apply, smul_eq_mul, RingHom.id_apply, Fin.sum_univ_two]; ring

/-- The summed spin of the core pair, spins 1 and 2. -/
def coreSpin (A : Matrix (Fin 2) (Fin 2) ℂ) : Module.End ℂ State := weightedSpin ![1, 1, 0] A

/-- The total spin of all three spins. -/
def totalSpin (A : Matrix (Fin 2) (Fin 2) ℂ) : Module.End ℂ State := weightedSpin ![1, 1, 1] A

/-- The square of a vector spin operator, the sum of its squared components. -/
def spinSq (J : Matrix (Fin 2) (Fin 2) ℂ → Module.End ℂ State) : Module.End ℂ State :=
  J sx * J sx + J sy * J sy + J sz * J sz
```

Three spins one half couple to $S=1/2$ or $S=3/2$, where $S^2$ is $3/4$ or $15/4$. Hence $P=(15/4-S^2)/3$ should be 1 on doublets and 0 on quartets.

```lean
/-- The operator P = (15/4 - S²)/3 built from the total spin squared. -/
def doubletProj : Module.End ℂ State :=
  (1/3 : ℂ) • ((15/4 : ℂ) • (1 : Module.End ℂ State) - spinSq totalSpin)
```

## A core singlet with some triplet

The inner product is conjugate-linear in its first argument. With $r=1/\sqrt2$, the core triplet and singlet, each with spin 3 up, are

$$v=r(|{\uparrow\downarrow\uparrow}\rangle+|{\downarrow\uparrow\uparrow}\rangle),\qquad D=r(|{\uparrow\downarrow\uparrow}\rangle-|{\downarrow\uparrow\uparrow}\rangle).$$

```lean
/-- The inner product of two spin states. -/
def braket (φ ψ : State) : ℂ := ∑ a, ∑ b, ∑ c, conj (φ a b c) * ψ a b c

/-- The normalisation constant 1/√2. -/
def r : ℝ := 1 / Real.sqrt 2

/-- The zero-projection triplet of spins 1 and 2, times spin 3 up. -/
def triplet : State := fun a b c => !![0, (r : ℂ); (r : ℂ), 0] a b * ![1, 0] c

/-- The singlet of spins 1 and 2, times spin 3 up. -/
def singlet : State := fun a b c => !![0, (r : ℂ); -(r : ℂ), 0] a b * ![1, 0] c
```

The broken-symmetry state is $D+tv$ with real $t$. It is not normalised, so `polarization` divides the expectation value of $s_{1z}-s_{2z}$ by the squared norm.

```lean
/-- The spin-polarized state: the core singlet with an admixture t of the core triplet. -/
def polarized (t : ℝ) : State := singlet + (t : ℂ) • triplet

/-- The core polarization, the mean of s₁z - s₂z in a nonzero, not necessarily normalised state. -/
def polarization (ψ : State) : ℝ :=
  (braket ψ (weightedSpin ![1, -1, 0] sz ψ)).re / (braket ψ ψ).re

/-- The square of the normalisation constant is one half. -/
theorem r_sq : (r : ℂ) ^ 2 = 1/2 := by
  have h : r ^ 2 = 1/2 := by
    rw [r, div_pow, Real.sq_sqrt (by norm_num)]; norm_num
  rw [← Complex.ofReal_pow, h]
  norm_num
```

## Spin squared as exchanges

Let $X_{ij}$ exchange the indices of spins $i$ and $j$. Dirac's identity $\mathbf s_i\cdot\mathbf s_j=\tfrac12X_{ij}-\tfrac14$ gives

$$S_{12}^2=\tfrac32+2\,\mathbf s_1\cdot\mathbf s_2=1+X_{12},$$
$$S^2=\tfrac94+2\sum_{i<j}\mathbf s_i\cdot\mathbf s_j=\tfrac34+K,\qquad K=X_{12}+X_{23}+X_{13}.$$

Lean verifies both results directly, amplitude by amplitude.

```lean
set_option maxHeartbeats 400000 in
/-- Squared spins as exchanges: the squared core spin is one plus the exchange of spins 1 and 2, and
the squared total spin is 3/4 plus the three pair exchanges. -/
theorem spinSq_exchange (ψ : State) (a b c : Fin 2) :
    spinSq coreSpin ψ a b c = ψ a b c + ψ b a c ∧
    spinSq totalSpin ψ a b c = 3/4 * ψ a b c + (ψ b a c + ψ a c b + ψ c b a) := by
  have hS (J : Matrix (Fin 2) (Fin 2) ℂ → Module.End ℂ State) (a b c : Fin 2) :
      spinSq J ψ a b c =
        J sx (J sx ψ) a b c + J sy (J sy ψ) a b c + J sz (J sz ψ) a b c := rfl
  have hc (A : Matrix (Fin 2) (Fin 2) ℂ) (φ : State) (a b c : Fin 2) : coreSpin A φ a b c =
      A a 0 * φ 0 b c + A a 1 * φ 1 b c + (A b 0 * φ a 0 c + A b 1 * φ a 1 c) := by
    simp [coreSpin, weightedSpin, Fin.sum_univ_two]
    ring
  have ht (A : Matrix (Fin 2) (Fin 2) ℂ) (φ : State) (a b c : Fin 2) : totalSpin A φ a b c =
      A a 0 * φ 0 b c + A a 1 * φ 1 b c + (A b 0 * φ a 0 c + A b 1 * φ a 1 c) +
        (A c 0 * φ a b 0 + A c 1 * φ a b 1) := by
    simp [totalSpin, weightedSpin, Fin.sum_univ_two]
    ring
  have ex : sx 0 0 = 0 ∧ sx 0 1 = 1/2 ∧ sx 1 0 = 1/2 ∧ sx 1 1 = 0 := ⟨rfl, rfl, rfl, rfl⟩
  have ey : sy 0 0 = 0 ∧ sy 0 1 = -Complex.I/2 ∧ sy 1 0 = Complex.I/2 ∧ sy 1 1 = 0 :=
    ⟨rfl, rfl, rfl, rfl⟩
  have ez : sz 0 0 = 1/2 ∧ sz 0 1 = 0 ∧ sz 1 0 = 0 ∧ sz 1 1 = -1/2 := ⟨rfl, rfl, rfl, rfl⟩
  -- compare the amplitudes one by one
  revert a b c
  simp only [Fin.forall_fin_two]
  refine ⟨⟨⟨?_, ?_⟩, ?_, ?_⟩, ⟨?_, ?_⟩, ?_, ?_⟩ <;> constructor <;>
    simp only [hS, hc, ht, ex, ey, ez, zero_mul, add_zero, zero_add] <;>
    ring_nf <;> simp only [Complex.I_sq] <;> ring
```

Substitution gives $P=1-K/3$.

```lean
/-- P subtracts from a state one third of the sum of its three pair exchanges. -/
theorem doubletProj_apply (ψ : State) (a b c : Fin 2) :
    doubletProj ψ a b c = ψ a b c - (ψ b a c + ψ a c b + ψ c b a) / 3 := by
  simp only [doubletProj, LinearMap.smul_apply, LinearMap.sub_apply, Module.End.one_apply,
    Pi.smul_apply, Pi.sub_apply, smul_eq_mul, (spinSq_exchange ψ a b c).2]
  ring
```

## Why P is a projector

Products of two different exchanges are cyclic permutations $C$ and $C^{-1}$, each occurring three times, so $K^2=3+3(C+C^{-1})$. Three two-valued indices admit no totally antisymmetric state, so $1+C+C^{-1}-K=0$. Therefore $K^2=3K$ and

$$P^2=1-\tfrac23K+\tfrac19K^2=1-\tfrac13K=P.$$

Each exchange is self-adjoint, hence so is $P$. Rearranging its definition shows that $P\psi=\psi$ means $S^2\psi=\tfrac34\psi$, and $P\psi=0$ means $S^2\psi=\tfrac{15}4\psi$.

```lean
/-- P is the orthogonal projector onto the doublets: it is idempotent and self-adjoint, it fixes
exactly the states with S² = 3/4, and it annihilates exactly those with S² = 15/4. -/
theorem doubletProj_projector :
    doubletProj * doubletProj = doubletProj ∧
    (∀ φ ψ, braket φ (doubletProj ψ) = braket (doubletProj φ) ψ) ∧
    (∀ ψ, doubletProj ψ = ψ ↔ spinSq totalSpin ψ = (3/4 : ℂ) • ψ) ∧
    (∀ ψ, doubletProj ψ = 0 ↔ spinSq totalSpin ψ = (15/4 : ℂ) • ψ) := by
  have h (ψ : State) : doubletProj ψ =
      (1/3 : ℂ) • ((15/4 : ℂ) • ψ - spinSq totalSpin ψ) := rfl
  refine ⟨LinearMap.ext fun ψ => ?_, fun φ ψ => ?_, fun ψ => ?_, fun ψ => ?_⟩
  · -- two-valued indices leave no room for a totally antisymmetric part
    funext a b c
    simp only [Module.End.mul_apply, doubletProj_apply]
    revert a b c
    simp only [Fin.forall_fin_two]
    refine ⟨⟨⟨?_, ?_⟩, ?_, ?_⟩, ⟨?_, ?_⟩, ?_, ?_⟩ <;> ring
  · simp only [braket, doubletProj_apply, Fin.sum_univ_two, map_sub, map_add, map_div₀,
      map_ofNat]
    ring
  all_goals
    rw [h]
    exact ⟨fun e => by linear_combination (norm := module) (-3 : ℂ) • e,
      fun e => by linear_combination (norm := module) (-1/3 : ℂ) • e⟩
```

The device that matters here is `Fin.forall_fin_two`, which turns a statement about every two-valued index into its two instances. With symbolic $a,b,c$, `ring` could not prove idempotence, since the same identity fails for three-valued indices, where $P=2$ on an antisymmetric state. After the split, repeated indices make amplitudes coincide, and `ring` closes all eight cases.

## One third of the triplet is doublet

Since $X_{12}v=v$ and $X_{12}D=-D$, the squared core spins are 2 and 0. The other two exchanges of $D$ add up to $D$, so $KD=0$ and $PD=D$.

```lean
/-- The triplet state has squared core spin 2 and core projection 0; the singlet state has
squared core spin 0 and is left unchanged by P. -/
theorem core_states :
    spinSq coreSpin triplet = (2 : ℂ) • triplet ∧ coreSpin sz triplet = 0 ∧
    spinSq coreSpin singlet = 0 ∧ doubletProj singlet = singlet := by
  refine ⟨?_, ?_, ?_, ?_⟩ <;> funext a b c <;>
    fin_cases a <;> fin_cases b <;> fin_cases c <;>
    simp [(spinSq_exchange _ _ _ _).1, doubletProj_apply, coreSpin, weightedSpin, sz,
      triplet, singlet, Fin.sum_univ_two] <;> ring
```

For the triplet, $Kv=2v+\sqrt2\,|{\uparrow\uparrow\downarrow}\rangle$, so

$$Pv=\tfrac13v-\tfrac{\sqrt2}3|{\uparrow\uparrow\downarrow}\rangle,\qquad\langle v,Pv\rangle=\tfrac13.$$

```lean
/-- The core triplet times spin up is normalised, and its weight in the doublet space is 1/3. -/
theorem triplet_doublet_weight :
    braket triplet triplet = 1 ∧ braket triplet (doubletProj triplet) = 1/3 := by
  constructor
  · simp [braket, triplet, Fin.sum_univ_two]
    linear_combination 2 * r_sq
  · simp [braket, doubletProj_apply, triplet, Fin.sum_univ_two]
    linear_combination (2/3) * r_sq
```

## The polarization before and after projection

The operator $s_{1z}-s_{2z}$ swaps $D$ and $v$ and annihilates $|{\uparrow\uparrow\downarrow}\rangle$. Before projection the numerator is $2t$ and the squared norm $1+t^2$. Afterwards they are $2t/3$ and $1+t^2/3$. The polarizations are thus $2t/(1+t^2)$ and $2t/(3+t^2)$. In Lean, `linear_combination` supplies $r^2=1/2$.

```lean
/-- The core polarization at any real admixture t, before and after projection by P. -/
theorem polarization_formula (t : ℝ) :
    polarization (polarized t) = 2 * t / (1 + t ^ 2) ∧
    polarization (doubletProj (polarized t)) = 2 * t / (3 + t ^ 2) := by
  have h3 : (starRingEnd ℂ) 3 = 3 := map_ofNat _ 3
  constructor
  · have h₁ : braket (polarized t) (weightedSpin ![1, -1, 0] sz (polarized t)) =
        ((2 * t : ℝ) : ℂ) := by
      simp [braket, polarized, singlet, triplet, weightedSpin, sz, Fin.sum_univ_two]
      linear_combination (4 * (t : ℂ)) * r_sq
    have h₂ : braket (polarized t) (polarized t) = ((1 + t ^ 2 : ℝ) : ℂ) := by
      simp [braket, polarized, singlet, triplet, Fin.sum_univ_two]
      linear_combination (2 + 2 * (t : ℂ) ^ 2) * r_sq
    rw [polarization, h₁, h₂, Complex.ofReal_re, Complex.ofReal_re]
  · have h₁ : braket (doubletProj (polarized t))
        (weightedSpin ![1, -1, 0] sz (doubletProj (polarized t))) = ((2 * t / 3 : ℝ) : ℂ) := by
      simp [braket, doubletProj_apply, polarized, singlet, triplet, weightedSpin, sz,
        Fin.sum_univ_two, h3]
      linear_combination (4 / 3 * (t : ℂ)) * r_sq
    have h₂ : braket (doubletProj (polarized t)) (doubletProj (polarized t)) =
        ((1 + t ^ 2 / 3 : ℝ) : ℂ) := by
      simp [braket, doubletProj_apply, polarized, singlet, triplet, Fin.sum_univ_two, h3]
      linear_combination (2 + 2 / 3 * (t : ℂ) ^ 2) * r_sq
    rw [polarization, h₁, h₂, Complex.ofReal_re, Complex.ofReal_re,
      div_eq_div_iff (by positivity) (by positivity)]
    ring
```

The derivative of $2t/(c+t^2)$ at zero is $2/c$, which `key` proves for $c\neq0$. Taking $c=1$ and $c=3$ gives slopes 2 and $2/3$.

```lean
/-- Applying P to the polarized state reduces its first-order core polarization to one third: the
slope in the admixture t at t = 0 is 2 before projection and 2/3 after it. -/
theorem projection_reduces_polarization :
    HasDerivAt (fun t => polarization (polarized t)) 2 0 ∧
    HasDerivAt (fun t => polarization (doubletProj (polarized t))) (2/3) 0 := by
  have key (c : ℝ) (hc : c ≠ 0) :
      HasDerivAt (fun t : ℝ => 2 * t / (c + t ^ 2)) (2 / c) 0 := by
    have hn : HasDerivAt (fun t : ℝ => 2 * t) 2 0 := by
      simpa using (hasDerivAt_id' (0 : ℝ)).const_mul 2
    have hd : HasDerivAt (fun t : ℝ => c + t ^ 2) 0 0 := by
      simpa using (hasDerivAt_pow 2 (0 : ℝ)).const_add c
    refine (hn.fun_div hd (by simpa using hc)).congr_deriv ?_
    simp only [ne_eq, OfNat.ofNat_ne_zero, not_false_eq_true, zero_pow, add_zero, mul_zero,
      sub_zero]
    field_simp
  constructor
  · simp only [(polarization_formula _).1]
    simpa using key 1 one_ne_zero
  · simp only [(polarization_formula _).2]
    exact key 3 three_ne_zero

end

end CorePolarization
```
```lean
#print axioms CorePolarization.doubletProj_projector
-- 'CorePolarization.doubletProj_projector' depends on axioms: [propext, Classical.choice, Quot.sound]
#print axioms CorePolarization.core_states
-- 'CorePolarization.core_states' depends on axioms: [propext, Classical.choice, Quot.sound]
#print axioms CorePolarization.triplet_doublet_weight
-- 'CorePolarization.triplet_doublet_weight' depends on axioms: [propext, Classical.choice, Quot.sound]
#print axioms CorePolarization.projection_reduces_polarization
-- 'CorePolarization.projection_reduces_polarization' depends on axioms: [propext, Classical.choice, Quot.sound]
```

## In an unrestricted calculation

Projection is optional: the hyperfine coupling can also be evaluated from the unprojected state. When projection after variation is chosen, the orbitals are converged first, letting the up-spin and down-spin core orbitals differ; this fixes $t$. A spin annihilator then removes the quartet, and the hyperfine coupling is evaluated with the projected state. In the model, $t=0.03$ gives a polarization of about 0.060 before projection and 0.020 after it, although $\langle S^2\rangle$ starts at only about 0.752 instead of 0.75.

The theorems take $t$ as given and contain no Hamiltonian or orbitals. Two steps are left to the physics: to identify the unrestricted determinant, to first order, with $D+tv$, and to identify $s_{1z}-s_{2z}$, up to an orbital factor, with the core spin density at the nucleus.
